# If two unit vectors start together and turn in one plane at constant angular velocities differing by d > 0, a bound c t on their distance for all t ≥ 0 needs c ≥ d

Two unit vectors start along x and turn in the xy plane about the z axis, at constant angular frequencies `ω + d` and `ω` with `d > 0`; there is no relaxation. The theorem `slope_optimal` says that if their distance is at most `c * t` for every `t ≥ 0`, then `c ≥ d`. The proof supposes `c < d`, sets `r = (d - c) / d` and tests the bound at time `2 * r / d`, where the distance is `2 * |Real.sin r|` and the bound equals `2 * r * (1 - r)`. The cubic lower estimate `r - r ^ 3 / 6 < Real.sin r` should then give a contradiction, since `0 < r ≤ 1`.

As first written in Lean, the proof fails:

```lean
import Mathlib

open Matrix

namespace SlopeOptimal

noncomputable section

/-- Euclidean 3-space, home of magnetization vectors and control fields. -/
abbrev Vec := EuclideanSpace ℝ (Fin 3)

/-- The unit vector in the xy plane that starts along x and turns about the z axis at
angular frequency `ω`. -/
def precess (ω t : ℝ) : Vec :=
  Real.cos (ω * t) • (!₂[1, 0, 0] : Vec) + Real.sin (ω * t) • (!₂[0, 1, 0] : Vec)

/-- At time `t`, the turning unit vectors `precess (ω + d)` and `precess ω`, whose angular
frequencies differ by `d`, are `2 |sin (d t / 2)|` apart. -/
theorem precess_error (ω d t : ℝ) :
    ‖precess (ω + d) t - precess ω t‖ = 2 * |Real.sin (d * t / 2)| := by
  refine (sq_eq_sq₀ (norm_nonneg _) (by positivity)).1 ?_
  have h : ‖precess (ω + d) t - precess ω t‖ ^ 2 =
      (Real.cos ((ω + d) * t) - Real.cos (ω * t)) ^ 2 +
      (Real.sin ((ω + d) * t) - Real.sin (ω * t)) ^ 2 := by
    simp [EuclideanSpace.norm_sq_eq, precess, Fin.sum_univ_three]
  have h3 : Real.cos (d * t) = 1 - 2 * Real.sin (d * t / 2) ^ 2 := by
    have h4 := Real.cos_two_mul (d * t / 2)
    rw [show 2 * (d * t / 2) = d * t by ring] at h4
    linarith [Real.sin_sq_add_cos_sq (d * t / 2)]
  rw [h, mul_pow, sq_abs, add_mul, Real.cos_add, Real.sin_add]
  linear_combination (Real.cos (d * t) ^ 2 + Real.sin (d * t) ^ 2 - 2 * Real.cos (d * t) + 1) *
    Real.sin_sq_add_cos_sq (ω * t) + Real.sin_sq_add_cos_sq (d * t) - 2 * h3

/-- The slope is optimal: for a frequency error `d > 0`, a linear bound `c t` on the
distance of the two turning unit vectors for all `t ≥ 0` needs `c ≥ d`. -/
theorem slope_optimal {ω d c : ℝ} (hd : 0 < d)
    (h : ∀ t, 0 ≤ t → ‖precess (ω + d) t - precess ω t‖ ≤ c * t) : d ≤ c := by
  by_contra hc
  have hcd : c < d := not_le.1 hc
  have hc0 : 0 ≤ c := by linarith [h 1 zero_le_one, norm_nonneg (precess (ω + d) 1 - precess ω 1)]
  -- test the bound at the time when half the phase error equals `r = (d - c) / d`
  obtain ⟨r, hr⟩ : ∃ r, r = (d - c) / d := ⟨_, rfl⟩
  have hr0 : 0 < r := hr ▸ div_pos (sub_pos.2 hcd) hd
  have hr1 : r ≤ 1 := by rw [hr, div_le_one hd]; linarith
  have hcr : c = d * (1 - r) := by
    have h5 : r * d = d - c := by rw [hr, div_mul_cancel₀ _ hd.ne']
    linarith
  have h1 := h (2 * r / d) (by positivity)
  have e1 : d * (2 * r / d) / 2 = r := by field_simp
  have e2 : c * (2 * r / d) = 2 * r * (1 - r) := by
    calc c * (2 * r / d) = (1 - r) * (d * (2 * r / d) / 2) * 2 := by rw [hcr]; ring
      _ = 2 * r * (1 - r) := by rw [e1]; ring
  rw [precess_error, e1, e2] at h1
  have h2 := Real.sin_gt_sub_cube hr0 hr1
  nlinarith [le_abs_self (Real.sin r), mul_nonneg (sq_nonneg r) (sub_nonneg.2 hr1), pow_pos hr0 2]

end

end SlopeOptimal
```

Lean reports:

```
Main.lean:54:13: error: Function expected at
  Real.sin_gt_sub_cube hr0
but this term has type
  r - r ^ 3 / 6 < Real.sin r

Note: Expected a function because this term is being applied to the argument
  hr1
Main.lean:37:76: error: unsolved goals
ω d c : ℝ
hd : 0 < d
h : ∀ (t : ℝ), 0 ≤ t → ‖precess (ω + d) t - precess ω t‖ ≤ c * t
hc : ¬d ≤ c
hcd : c < d
hc0 : 0 ≤ c
r : ℝ
hr : r = (d - c) / d
hr0 : 0 < r
hr1 : r ≤ 1
hcr : c = d * (1 - r)
h1 : 2 * |Real.sin r| ≤ 2 * r * (1 - r)
e1 : d * (2 * r / d) / 2 = r
e2 : c * (2 * r / d) = 2 * r * (1 - r)
⊢ False
```

The mended proof, as a diff:

```diff
@@ -52,5 +52,5 @@
       _ = 2 * r * (1 - r) := by rw [e1]; ring
   rw [precess_error, e1, e2] at h1
-  have h2 := Real.sin_gt_sub_cube hr0 hr1
+  have h2 := Real.sin_gt_sub_cube hr0
   nlinarith [le_abs_self (Real.sin r), mul_nonneg (sq_nonneg r) (sub_nonneg.2 hr1), pow_pos hr0 2]
 
```

Diagnosis. The first message says that `Real.sin_gt_sub_cube hr0` is already a proof of `r - r ^ 3 / 6 < Real.sin r`. The lemma needs only the positivity of `r`, given by `hr0`. The attempt also hands it `hr1 : r ≤ 1`, so Lean tries to apply the finished proof to a further argument, and a proof of an inequality between real numbers is not a function.

The second message follows from the first. It shows the goal `False` still open and no `h2` among the hypotheses, which is the state just before the faulty line; it does not point to a separate gap in the argument.

The diff drops `hr1` from the call, so `h2` becomes the cubic estimate. The unchanged `nlinarith` call then closes the goal. That call still uses `hr1`: `h1` and `h2` together force `r ^ 2 < r ^ 3 / 6`, which is impossible for `0 < r ≤ 1`.
